# A plateau of constant height and finite width has finite moments of every order

Take a function of one real variable $q$ that equals a constant $c$ for $|q| \le P$, with $P > 0$, and vanishes elsewhere. The lemma says that for every natural number $n$ the product of $q^n$ with this function is integrable over the real line, and that its integral is $c\,(P^{n+1} - (-P)^{n+1})/(n+1)$. The height $c$ may be any real number and the plateau is not normalised, so these are raw moments, not divided by the total weight $2Pc$. The proof first rewrites the integrand as $q^n c$ restricted to the closed interval $[-P, P]$, then gets integrability from continuity on that interval and the value from the integral of a power.

As first written in Lean, the proof fails:

```lean
import Mathlib

open MeasureTheory

namespace PlateauMoment

noncomputable section

/-- A plateau of height `c` on `|q| ≤ P`, with `P > 0`, has finite moments of every order `n`,
given by the elementary integral of `q ^ n`. -/
theorem plateau_moment (n : ℕ) {P : ℝ} (hP : 0 < P) (c : ℝ) :
    Integrable (fun q : ℝ => q ^ n * (if |q| ≤ P then c else 0)) ∧
    ∫ q : ℝ, q ^ n * (if |q| ≤ P then c else 0) =
      c * ((P ^ (n + 1) - (-P) ^ (n + 1)) / ((n : ℝ) + 1)) := by
  have h : (fun q : ℝ => q ^ n * (if |q| ≤ P then c else 0)) =
      Set.indicator (Set.Icc (-P) P) (fun q => q ^ n * c) := by
    funext q
    by_cases hq : |q| ≤ P
    · rw [if_pos hq, Set.indicator_of_mem (Set.mem_Icc.mpr (abs_le.mp hq))]
    · rw [if_neg hq, Set.indicator_of_notMem (fun hm => hq (abs_le.mpr hm)), mul_zero]
  rw [h]
  constructor
  · exact (integrable_indicator_iff measurableSet_Icc).mpr
      (Continuous.integrableOn_Icc (by fun_prop))
  · rw [integral_indicator measurableSet_Icc, integral_Icc_eq_integral_Ioc,
      ← intervalIntegral.integral_of_le (by linarith), intervalIntegral.integral_mul_const,
      integral_pow, mul_comm]

end

end PlateauMoment
```

The compiler's answer:

```
Main.lean:20:21: error: Tactic `rewrite` failed: Did not find an occurrence of the pattern
  Set.indicator (And (-P ≤ q)) ?f (q ≤ P)
in the target expression
  q ^ n * 0 = (Set.Icc (-P) P).indicator (fun q => q ^ n * c) q

case neg
n : ℕ
P : ℝ
hP : 0 < P
c q : ℝ
hq : ¬|q| ≤ P
⊢ q ^ n * 0 = (Set.Icc (-P) P).indicator (fun q => q ^ n * c) q
```

Cause. The error is in the case where `q` lies outside the plateau. `Set.indicator_of_notMem` needs a proof that some point is not in some set, and here it was given a bare function, with neither the point nor the set stated. Lean had to work them out from `abs_le.mpr hm`, which requires `hm` to prove `-P ≤ q ∧ q ≤ P`. Membership in a set unfolds to a predicate applied to a point, and Lean matched the conjunction to that form literally, taking `And (-P ≤ q)` as the set and the proposition `q ≤ P` as the point. The rewrite then looked for an indicator of that odd set, while the goal has the indicator of `Set.Icc (-P) P` at `q`.

The repair first proves `hm : q ∉ Set.Icc (-P) P`. The stated type fixes both the set and the point, so the rewrite finds its pattern. The added `Set.mem_Icc.mp` only spells out the step from interval membership to the two inequalities, which hold by definition, and is tidying.

The mended proof, as a diff:

```diff
@@ -18,5 +18,6 @@
     by_cases hq : |q| ≤ P
     · rw [if_pos hq, Set.indicator_of_mem (Set.mem_Icc.mpr (abs_le.mp hq))]
-    · rw [if_neg hq, Set.indicator_of_notMem (fun hm => hq (abs_le.mpr hm)), mul_zero]
+    · have hm : q ∉ Set.Icc (-P) P := fun hm => hq (abs_le.mpr (Set.mem_Icc.mp hm))
+      rw [if_neg hq, Set.indicator_of_notMem hm, mul_zero]
   rw [h]
   constructor
```
